# At coupling $\alpha$, the best Feynman polaron energy with a fixed harmonic centre lies at most $\alpha$ below $-\alpha^2/(3\pi)$

An electron in a polar crystal, coupled to optical phonons with Fröhlich's dimensionless constant $\alpha>0$, forms a polaron. In units of the phonon energy, the strong-coupling estimate $-\alpha^2/(3\pi)$ of its energy, obtained from a Gaussian electron state, neglects the correlation between electron positions at nearby imaginary times. For Feynman's variational energy with the trial frequency $w$ set to zero, the theorems below show that this correlation lowers the optimum by at most $\alpha$.

```lean
import Mathlib

open MeasureTheory Set Filter
open scoped Real Topology

namespace PolaronStrongCoupling

noncomputable section

/-- Feynman's variational polaron energy at coupling `α`, with trial frequencies `v` and `w`,
in units of the phonon energy. -/
def feynmanEnergy (α v w : ℝ) : ℝ :=
  3 * (v - w) ^ 2 / (4 * v) - α * v / √π * ∫ τ in Ioi (0 : ℝ),
    Real.exp (-τ) / √(w ^ 2 * τ + (v ^ 2 - w ^ 2) / v * (1 - Real.exp (-(v * τ))))

/-- The strong-coupling energy `3v/4 - α √(v/π)` of a harmonic trial frequency `v`. -/
def harmonicEnergy (α v : ℝ) : ℝ := 3 * v / 4 - α * √(v / π)

/-- The phonon memory `exp (-τ)` divided by the spread of the trial path after imaginary time `τ`,
relative to its long-time spread. -/
def memoryKernel (v τ : ℝ) : ℝ := Real.exp (-τ) / √(1 - Real.exp (-(v * τ)))

/-- The memory kernel integrated over all positive imaginary times. -/
def memoryFactor (v : ℝ) : ℝ := ∫ τ in Ioi (0 : ℝ), memoryKernel v τ

/-- The infimum of the Feynman energy over trial frequencies `v > 0` when `w = 0`. -/
def optimalEnergy (α : ℝ) : ℝ := ⨅ v : Ioi (0 : ℝ), feynmanEnergy α v 0

/-- The harmonic energy is `-α²/(3π)` plus a perfect square in `√v`. -/
theorem harmonicEnergy_eq (α : ℝ) {v : ℝ} (hv : 0 ≤ v) :
    harmonicEnergy α v = -α ^ 2 / (3 * π) + 3 / 4 * (√v - 2 * α / (3 * √π)) ^ 2 := by
  have key : ∀ a s : ℝ, s ≠ 0 → 3 * a ^ 2 / 4 - α * (a / s)
      = -α ^ 2 / (3 * s ^ 2) + 3 / 4 * (a - 2 * α / (3 * s)) ^ 2 := by
    intro a s hs
    field_simp
    ring
  have h := key (√v) (√π) (Real.sqrt_pos.mpr Real.pi_pos).ne'
  rw [Real.sq_sqrt hv, Real.sq_sqrt Real.pi_pos.le] at h
  rw [harmonicEnergy, Real.sqrt_div hv]
  exact h

/-- The harmonic energy is at least `-α²/(3π)`, and this value is reached exactly at
`v = 4α²/(9π)`. -/
theorem harmonicEnergy_min {α v : ℝ} (hα : 0 < α) (hv : 0 < v) :
    -α ^ 2 / (3 * π) ≤ harmonicEnergy α v ∧
      (harmonicEnergy α v = -α ^ 2 / (3 * π) ↔ v = 4 * α ^ 2 / (9 * π)) := by
  have hp : 0 < √π := Real.sqrt_pos.mpr Real.pi_pos
  have hc : (2 * α / (3 * √π)) ^ 2 = 4 * α ^ 2 / (9 * π) := by
    rw [div_pow, mul_pow, mul_pow, Real.sq_sqrt Real.pi_pos.le]
    norm_num
  have hc0 : 0 ≤ 2 * α / (3 * √π) := by positivity
  rw [harmonicEnergy_eq α hv.le]
  refine ⟨?_, ?_, ?_⟩
  · have := sq_nonneg (√v - 2 * α / (3 * √π))
    linarith
  · intro h
    have h0 : (√v - 2 * α / (3 * √π)) ^ 2 = 0 := by linarith
    have h1 : √v = 2 * α / (3 * √π) := sub_eq_zero.mp (pow_eq_zero_iff two_ne_zero |>.mp h0)
    rw [← hc, ← h1, Real.sq_sqrt hv.le]
  · intro h
    have h1 : √v = 2 * α / (3 * √π) := by
      rw [h, ← hc, Real.sqrt_sq hc0]
    rw [h1]
    ring

/-- The inverse spread `1/√(1 - exp (-x))` lies between `1` and `1 + 1/√x` for `x > 0`. -/
theorem inverse_spread_bounds {x : ℝ} (hx : 0 < x) :
    1 ≤ 1 / √(1 - Real.exp (-x)) ∧ 1 / √(1 - Real.exp (-x)) ≤ 1 + 1 / √x := by
  have he : Real.exp (-x) < 1 := Real.exp_lt_one_iff.mpr (by linarith)
  have hp := Real.exp_pos (-x)
  have h1 : (1 + x) * Real.exp (-x) ≤ 1 := by
    have h := Real.add_one_le_exp x
    have h2 : Real.exp x * Real.exp (-x) = 1 := by rw [← Real.exp_add]; simp
    nlinarith [mul_nonneg (sub_nonneg.mpr h) hp.le]
  have hs : 0 < √(1 - Real.exp (-x)) := Real.sqrt_pos.mpr (by linarith)
  have hs2 : (√(1 - Real.exp (-x))) ^ 2 = 1 - Real.exp (-x) := Real.sq_sqrt (by linarith)
  have ha : 0 < √x := Real.sqrt_pos.mpr hx
  have ha2 : (√x) ^ 2 = x := Real.sq_sqrt hx.le
  constructor
  · rw [le_div_iff₀ hs, one_mul]
    nlinarith
  · -- compare squares, using `1 - exp (-x) ≥ x / (1 + x)`
    have key : √x ≤ √(1 - Real.exp (-x)) * (√x + 1) := by
      refine (sq_le_sq₀ ha.le (by positivity)).mp ?_
      have h3 : (√x + 1) ^ 2 = x + 2 * √x + 1 := by linear_combination ha2
      rw [mul_pow, hs2, h3, ha2]
      nlinarith [mul_nonneg (sub_nonneg.mpr he.le) ha.le]
    have h4 : (1 + 1 / √x) * √(1 - Real.exp (-x))
        = √(1 - Real.exp (-x)) * (√x + 1) / √x := by
      field_simp
    rw [div_le_iff₀ hs, h4, le_div_iff₀ ha]
    linarith

/-- The memory kernel is integrable, and its integral lies between `1` and `1 + √π/√v`. -/
theorem memoryFactor_bounds {v : ℝ} (hv : 0 < v) :
    IntegrableOn (memoryKernel v) (Ioi 0) ∧
      1 ≤ memoryFactor v ∧ memoryFactor v ≤ 1 + 1 / √v * √π := by
  have hb : ∀ τ ∈ Ioi (0 : ℝ), Real.exp (-τ) ≤ memoryKernel v τ ∧ memoryKernel v τ ≤
      Real.exp (-τ) + 1 / √v * (Real.exp (-τ) * τ ^ ((1 / 2 : ℝ) - 1)) := by
    intro τ hτ
    have hτ' : 0 < τ := hτ
    obtain ⟨h1, h2⟩ := inverse_spread_bounds (mul_pos hv hτ')
    have hr : τ ^ ((1 / 2 : ℝ) - 1) = 1 / √τ := by
      rw [Real.rpow_sub hτ', Real.rpow_one, ← Real.sqrt_eq_rpow, Real.sqrt_div_self']
    have hK : memoryKernel v τ = Real.exp (-τ) * (1 / √(1 - Real.exp (-(v * τ)))) :=
      div_eq_mul_one_div _ _
    have m1 := mul_le_mul_of_nonneg_left h1 (Real.exp_pos (-τ)).le
    have m2 := mul_le_mul_of_nonneg_left h2 (Real.exp_pos (-τ)).le
    rw [hK]
    refine ⟨by linarith, m2.trans (le_of_eq ?_)⟩
    rw [hr, Real.sqrt_mul hv.le]
    ring
  -- the majorant is a sum of two Gamma integrands
  have i1 : Integrable (fun τ : ℝ => Real.exp (-τ)) (volume.restrict (Ioi 0)) := by
    simpa [IntegrableOn] using exp_neg_integrableOn_Ioi 0 one_pos
  have i2 : Integrable (fun τ : ℝ => Real.exp (-τ) * τ ^ ((1 / 2 : ℝ) - 1))
      (volume.restrict (Ioi 0)) := Real.GammaIntegral_convergent one_half_pos
  have i3 : Integrable (fun τ : ℝ => 1 / √v * (Real.exp (-τ) * τ ^ ((1 / 2 : ℝ) - 1)))
      (volume.restrict (Ioi 0)) := Integrable.const_mul i2 _
  have n1 : Measurable (fun τ : ℝ => Real.exp (-τ)) := Continuous.measurable (by fun_prop)
  have n2 : Measurable (fun τ : ℝ => √(1 - Real.exp (-(v * τ)))) :=
    Continuous.measurable (by fun_prop)
  have hm : Measurable (memoryKernel v) := n1.div n2
  have hi : IntegrableOn (memoryKernel v) (Ioi 0) := by
    refine Integrable.mono' (i1.add i3) hm.aestronglyMeasurable
      (ae_restrict_of_forall_mem measurableSet_Ioi fun τ hτ => ?_)
    rw [Real.norm_of_nonneg ((Real.exp_pos _).le.trans (hb τ hτ).1)]
    exact (hb τ hτ).2
  refine ⟨hi, ?_, ?_⟩
  · rw [← integral_exp_neg_Ioi_zero]
    exact setIntegral_mono_on i1 hi measurableSet_Ioi fun τ hτ => (hb τ hτ).1
  · refine (setIntegral_mono_on hi (i1.add i3) measurableSet_Ioi
      fun τ hτ => (hb τ hτ).2).trans (le_of_eq ?_)
    refine (integral_add i1 i3).trans ?_
    rw [integral_const_mul, integral_exp_neg_Ioi_zero,
      ← Real.Gamma_eq_integral one_half_pos, Real.Gamma_one_half_eq]

/-- At `w = 0` the Feynman energy is the harmonic energy with its attractive term multiplied
by the memory factor. -/
theorem feynmanEnergy_zero (α : ℝ) {v : ℝ} (hv : 0 < v) :
    feynmanEnergy α v 0 = 3 * v / 4 - α * √(v / π) * memoryFactor v := by
  have hd : (v ^ 2 - 0 ^ 2) / v = v := by
    rw [div_eq_iff hv.ne']
    ring
  have hI : (∫ τ in Ioi (0 : ℝ), Real.exp (-τ) /
      √((0 : ℝ) ^ 2 * τ + (v ^ 2 - 0 ^ 2) / v * (1 - Real.exp (-(v * τ)))))
      = 1 / √v * memoryFactor v := by
    rw [memoryFactor, ← integral_const_mul]
    congr 1
    funext τ
    have h0 : (0 : ℝ) ^ 2 * τ + v * (1 - Real.exp (-(v * τ)))
        = v * (1 - Real.exp (-(v * τ))) := by ring
    rw [hd, h0, Real.sqrt_mul hv.le, memoryKernel]
    ring
  have hk : v / √v = √v := Real.div_sqrt
  have h34 : 3 * (v - 0) ^ 2 / (4 * v) = 3 * v / 4 := by
    rw [sub_zero, div_eq_iff (by positivity)]
    ring
  rw [feynmanEnergy, hI, Real.sqrt_div hv.le]
  linear_combination h34 - α / √π * memoryFactor v * hk

/-- At `w = 0` the Feynman energy lies below the harmonic energy by at most `α`. -/
theorem feynmanEnergy_sandwich {α v : ℝ} (hα : 0 ≤ α) (hv : 0 < v) :
    harmonicEnergy α v - α ≤ feynmanEnergy α v 0 ∧
      feynmanEnergy α v 0 ≤ harmonicEnergy α v := by
  obtain ⟨-, h1, h2⟩ := memoryFactor_bounds hv
  have hs : √v ≠ 0 := (Real.sqrt_pos.mpr hv).ne'
  have hp : √π ≠ 0 := (Real.sqrt_pos.mpr Real.pi_pos).ne'
  have hc : √(v / π) * (1 / √v * √π) = 1 := by
    rw [Real.sqrt_div hv.le]
    field_simp
  have h0 : 0 ≤ α * √(v / π) := by positivity
  have p1 := mul_le_mul_of_nonneg_left h1 h0
  have p2 := mul_le_mul_of_nonneg_left h2 h0
  have p3 : α * √(v / π) * (1 + 1 / √v * √π) = α * √(v / π) + α := by
    linear_combination α * hc
  rw [feynmanEnergy_zero α hv, harmonicEnergy]
  constructor <;> linarith

/-- For every `α > 0` the optimal Feynman energy at `w = 0` lies between `-α²/(3π) - α`
and `-α²/(3π)`. -/
theorem optimalEnergy_bounds {α : ℝ} (hα : 0 < α) :
    -α ^ 2 / (3 * π) - α ≤ optimalEnergy α ∧ optimalEnergy α ≤ -α ^ 2 / (3 * π) := by
  have hlow : ∀ v : Ioi (0 : ℝ), -α ^ 2 / (3 * π) - α ≤ feynmanEnergy α v 0 := by
    intro v
    have h1 := (harmonicEnergy_min hα v.2).1
    have h2 := (feynmanEnergy_sandwich hα.le v.2).1
    linarith
  have : Nonempty (Ioi (0 : ℝ)) := ⟨⟨1, Set.mem_Ioi.mpr one_pos⟩⟩
  refine ⟨le_ciInf hlow, ?_⟩
  -- insert the optimal harmonic frequency
  have hv : 0 < 4 * α ^ 2 / (9 * π) := by positivity
  have hbdd : BddBelow (range fun v : Ioi (0 : ℝ) => feynmanEnergy α v 0) :=
    ⟨-α ^ 2 / (3 * π) - α, by rintro _ ⟨v, rfl⟩; exact hlow v⟩
  refine (ciInf_le hbdd ⟨4 * α ^ 2 / (9 * π), hv⟩).trans ?_
  exact (feynmanEnergy_sandwich hα.le hv).2.trans_eq ((harmonicEnergy_min hα hv).2.mpr rfl)

/-- As `α` tends to infinity, the optimal Feynman energy at `w = 0` divided by `α²` tends to
`-1/(3π)`. -/
theorem strong_coupling_limit :
    Tendsto (fun α : ℝ => optimalEnergy α / α ^ 2) atTop (𝓝 (-1 / (3 * π))) := by
  have h : Tendsto (fun α : ℝ => -1 / (3 * π) - α⁻¹) atTop (𝓝 (-1 / (3 * π) - 0)) :=
    tendsto_const_nhds.sub tendsto_inv_atTop_zero
  rw [sub_zero] at h
  refine tendsto_of_tendsto_of_tendsto_of_le_of_le' h tendsto_const_nhds ?_ ?_
  · filter_upwards [eventually_gt_atTop (0 : ℝ)] with α hα
    have h1 : α⁻¹ * α = 1 := inv_mul_cancel₀ hα.ne'
    have h2 : (-1 / (3 * π) - α⁻¹) * α ^ 2 = -α ^ 2 / (3 * π) - α := by
      linear_combination -α * h1
    rw [le_div_iff₀ (by positivity), h2]
    exact (optimalEnergy_bounds hα).1
  · filter_upwards [eventually_gt_atTop (0 : ℝ)] with α hα
    have h2 : -1 / (3 * π) * α ^ 2 = -α ^ 2 / (3 * π) := by ring
    rw [div_le_iff₀ (by positivity), h2]
    exact (optimalEnergy_bounds hα).2

end

end PolaronStrongCoupling
```

```lean
#print axioms PolaronStrongCoupling.feynmanEnergy_sandwich
#print axioms PolaronStrongCoupling.strong_coupling_limit
```

```
'PolaronStrongCoupling.feynmanEnergy_sandwich' depends on axioms: [propext, Classical.choice, Quot.sound]
'PolaronStrongCoupling.strong_coupling_limit' depends on axioms: [propext, Classical.choice, Quot.sound]
```

## An electron bound to a fixed centre

Feynman's trial action couples the electron by a spring to a fictitious second particle. The two frequencies $v$ and $w$ fix the spring constant $v^2-w^2$ and the fictitious mass $(v^2-w^2)/w^2$, with the electron's band mass, $\hbar$ and the phonon frequency all equal to one. As $w\to 0$ at fixed $v$, the second particle becomes infinitely heavy, and the electron sits in a harmonic well of frequency $v$ around a fixed centre.

`feynmanEnergy α v w` is the two-parameter energy at zero temperature, in units of the phonon energy. It enters as a definition: neither its derivation from the path integral nor the variational inequality that places it above the true ground-state energy is part of the file. All the bounds concern `feynmanEnergy α v 0`.

For $v>0$, setting $w=0$ turns the first term into $3v^2/(4v)=3v/4$, the kinetic energy of a three-dimensional oscillator in its ground state. The root in the integral becomes $\sqrt{v(1-e^{-v\tau})}$, where $\tau$ is the imaginary time between two electron positions. Taking $1/\sqrt v$ out of the integral gives

$$E(v)=\frac{3v}{4}-\alpha\sqrt{\frac v\pi}\,M(v),\qquad M(v)=\int_0^\infty \frac{e^{-\tau}}{\sqrt{1-e^{-v\tau}}}\,d\tau .$$

This is `feynmanEnergy_zero`, with `memoryFactor v` for $M(v)$ and `memoryKernel v τ` for its integrand. The factor $e^{-\tau}$ is the decaying memory of the phonon. The root measures how far the trial path has spread after time $\tau$, relative to its long-time spread. If the path had its long-time spread at once, with no correlation between positions at different times, $M$ would be $1$ and $E(v)$ would reduce to

$$H(v)=\frac{3v}{4}-\alpha\sqrt{\frac v\pi},$$

which is `harmonicEnergy α v`.

## The minimum without the correlation

With $a=\sqrt v$, completing the square gives

$$H(v)=\frac34a^2-\frac{\alpha}{\sqrt\pi}a
=-\frac{\alpha^2}{3\pi}+\frac34\left(a-\frac{2\alpha}{3\sqrt\pi}\right)^2 .$$

For $\alpha>0$ the minimum over $v>0$ is therefore $-\alpha^2/(3\pi)$, reached exactly at $v=4\alpha^2/(9\pi)$. In Lean, `harmonicEnergy_eq` proves the identity: `field_simp` clears the denominators and `ring` compares the polynomials. `harmonicEnergy_min` then reads off the lower bound from the non-negative square, and the equality case from the fact that a square vanishes only when its base does.

## How much the correlation can lower the energy

The kernel diverges at short times, where the path has hardly spread. The divergence is integrable, and the inequality $e^x\ge 1+x$ is enough to control it. For $x>0$ it gives $e^{-x}\le 1/(1+x)$, hence $1-e^{-x}\ge x/(1+x)$, and so

$$1\le\frac{1}{\sqrt{1-e^{-x}}}\le\sqrt{1+\frac1x}\le 1+\frac{1}{\sqrt x}.$$

The last step holds because the square of the right-hand side is $1+2/\sqrt x+1/x$. `inverse_spread_bounds` proves the two outer inequalities. It multiplies the upper one out to $\sqrt x\le\sqrt{1-e^{-x}}\,(\sqrt x+1)$ and compares squares, with `nlinarith` supplying the final estimate.

Now put $x=v\tau$, multiply by $e^{-\tau}$ and integrate:

$$\int_0^\infty e^{-\tau}d\tau\;\le\; M(v)\;\le\;\int_0^\infty e^{-\tau}d\tau+\frac{1}{\sqrt v}\int_0^\infty e^{-\tau}\tau^{-1/2}d\tau .$$

The first integral is $1$ and the last is $\Gamma(1/2)=\sqrt\pi$, so $1\le M(v)\le 1+\sqrt{\pi/v}$. This is `memoryFactor_bounds`. The theorem also states that the kernel is integrable, which matters because Lean assigns the value zero to the integral of a non-integrable function. `Integrable.mono'` derives integrability from the upper bound, and `setIntegral_mono_on` carries the pointwise inequalities over to the integrals.

Multiplying the bounds on $M$ by $\alpha\sqrt{v/\pi}$, which is non-negative for $\alpha\ge 0$, turns the excess $\sqrt{\pi/v}$ into exactly $\alpha$, whatever the value of $v$. Hence

$$H(v)-\alpha\le E(v)\le H(v),$$

which is `feynmanEnergy_sandwich`.

## The optimum and its limit

`optimalEnergy α` is the infimum of $E(v)$ over all $v>0$. It need not be attained: at small positive $\alpha$ it equals $-\alpha$, which $E(v)$ approaches as $v\to0$ but never reaches. The file does not prove this remark. For $\alpha>0$, every $E(v)$ is at least $H(v)-\alpha\ge-\alpha^2/(3\pi)-\alpha$, so the infimum is too. In the other direction, the infimum is no larger than $E$ at the single frequency $v=4\alpha^2/(9\pi)$, where $E\le H=-\alpha^2/(3\pi)$. Together,

$$-\frac{\alpha^2}{3\pi}-\alpha\;\le\;\inf_{v>0}E(v)\;\le\;-\frac{\alpha^2}{3\pi}.$$

In `optimalEnergy_bounds`, `le_ciInf` performs the first step and `ciInf_le` the second. The latter needs the energies to be bounded below, which the first step has already shown.

Dividing by $\alpha^2$ places the ratio between $-1/(3\pi)-1/\alpha$ and $-1/(3\pi)$. Both ends tend to $-1/(3\pi)$ as $\alpha\to\infty$, and `strong_coupling_limit` concludes by squeezing. The filter `atTop` expresses $\alpha\to\infty$ through real values, and `filter_upwards` restricts the argument to $\alpha>0$, where the bounds apply.

The coefficient $-1/(3\pi)$ comes from the harmonic form of the trial action. The strong-coupling coefficient of the exact ground-state energy is slightly lower, because the best localised electron state is not Gaussian.

For a program that minimises Feynman's polaron energy numerically, the bounds give a test at every positive coupling, provided $w$ is held at zero. In relative terms the interval is narrow only at large coupling: its width $\alpha$, divided by $\alpha^2/(3\pi)$, is $3\pi/\alpha$, which falls below one only for $\alpha>3\pi\approx 9.42$. The width is not the actual size of the lowering, which tends to $3\ln 2\approx 2.08$ as $\alpha\to\infty$, a limit not proved here.

## A coupling at which the integral is elementary

Take $\alpha=\tfrac32\sqrt\pi\approx 2.659$. The optimal harmonic frequency is then $v=4\alpha^2/(9\pi)=1$, and

$$H(1)=\frac34-\frac32=-\frac34=-\frac{\alpha^2}{3\pi}.$$

At $v=1$ the substitution $u=1-e^{-\tau}$ gives

$$M(1)=\int_0^1\frac{du}{\sqrt u}=2,$$

which lies between $1$ and $1+\sqrt\pi\approx 2.772$, as it should. The Feynman energy at this frequency is $E(1)=\tfrac34-\tfrac32\cdot 2=-\tfrac94$. It lies $1.5$ below the harmonic value, within the allowed $2.659$. The general bounds place the optimum over $v$ between about $-3.409$ and $-0.75$, and this one evaluation improves the upper end to $-2.25$. The limit $v\to0$ lowers it further, to $-\alpha\approx-2.659$, so $v=1$ is not the optimal frequency for $E$. At such a moderate coupling, the correlation lowers the energy by more than the size of the harmonic minimum itself.

## Minimising over both frequencies

`optimalEnergy` could have been defined as the infimum over both frequencies, with $v>0$ and $0\le w\le v$. This would be the optimum of Feynman's full two-parameter family. Since $w=0$ would still be allowed, the upper bound $-\alpha^2/(3\pi)$ would carry over once the energies were known to be bounded below. The lower bound would need a new argument: for $w>0$ the root contains the growing term $w^2\tau$, which describes the free diffusion of the electron together with its fictitious partner, and the kinetic term becomes $3(v-w)^2/(4v)$. The reduction to a single factor $M(v)$ would no longer apply.
